# Kubo's commutator formula for the response of a finite quantum system to an impulse

All operators are complex square matrices whose rows and columns are indexed by a finite set `n`, and \(\hbar=1\), so energies are angular frequencies. The matrix \(H\) is the Hamiltonian, \(\rho\) the state before the perturbation, \(A\) the observable that the perturbation couples to, and \(B\) the observable that is measured. The times and the kick strength \(s\) are real.

The theorems for general matrices do not require \(H\), \(A\) or \(B\) to be Hermitian, or \(\rho\) to be positive with unit trace. In the physical case \(H\), \(A\) and \(B\) are Hermitian and \(\rho\) is a density matrix. For a non-Hermitian \(H\), such as one with an absorbing potential, the identities below still hold, but they do not describe the evolution of the state, which is then \(e^{-iHt}\rho e^{iH^\dagger t}\). The preamble also selects a matrix norm, which gives limits and derivatives their meaning; in finite dimension every norm gives the same ones.

In Lean 4 with Mathlib:

```lean
import Mathlib

open Matrix Filter Topology
open scoped ComplexOrder

namespace KuboImpulseResponse

noncomputable section

attribute [local instance] Matrix.linftyOpNormedRing Matrix.linftyOpNormedAlgebra

variable {n : Type*} [Fintype n] [DecidableEq n]
```

The exponential \(e^{isA}\) is `flow A s`. The propagator over a time \(t\) is therefore \(e^{-iHt}\), or `flow H (-t)`.

```lean
/-- The one-parameter group `exp(i s A)` generated by a matrix `A`. -/
def flow (A : Matrix n n ℂ) (s : ℝ) : Matrix n n ℂ :=
  NormedSpace.exp (s • (Complex.I • A))
```

The Heisenberg observable is \(B_t=e^{iHt}Be^{-iHt}\).

```lean
/-- The Heisenberg observable `B_t = exp(iHt) B exp(-iHt)`, with `ħ = 1`. -/
def heis (H B : Matrix n n ℂ) (t : ℝ) : Matrix n n ℂ :=
  flow H t * B * flow H (-t)
```

The kicked state is \(\rho_s=e^{isA}\rho e^{-isA}\).

```lean
/-- The state `exp(isA) ρ exp(-isA)` just after an impulse of strength `s` coupled to `A`. -/
def kick (A ρ : Matrix n n ℂ) (s : ℝ) : Matrix n n ℂ :=
  flow A s * ρ * flow A (-s)
```

Write \([X,Y]=XY-YX\). The last definition names the number \(R_\rho(t)=i\,\mathrm{tr}(\rho[B_t,A])\). At this stage it is only an expression; its link to a measurement is the subject of parts (e) and (f).

```lean
/-- The Kubo response function `i tr(ρ (B_t A - A B_t))`. -/
def response (H ρ A B : Matrix n n ℂ) (t : ℝ) : ℂ :=
  Complex.I * trace (ρ * (heis H B t * A - A * heis H B t))
```

## (a) Evolution over successive times

**Task.** Show that for real \(a\) and \(b\)
\[
e^{i(a+b)H}=e^{iaH}e^{ibH}.
\]

**Solution.** The exponents \(iaH\) and \(ibH\) are multiples of the same matrix, so they commute. For commuting matrices the exponential of a sum is the product of the exponentials.

```lean
/-- Evolution over successive times composes: `exp(i(a+b)H) = exp(iaH) exp(ibH)`. -/
theorem flow_add (H : Matrix n n ℂ) (a b : ℝ) :
    flow H (a + b) = flow H a * flow H b := by
  unfold flow
  rw [add_smul]
  exact NormedSpace.exp_add_of_commute
    (((Commute.refl (Complex.I • H)).smul_left a).smul_right b)
```

## (b) The limit of a short, strong pulse

**Task.** During a time \(\tau>0\) the Hamiltonian is \(H-(s/\tau)A\), a rectangular pulse of area \(s\). Show that
\[
\lim_{\tau\to0^+}e^{-i\tau(H-(s/\tau)A)}=e^{isA}.
\]

**Solution.** For \(\tau>0\) the factor \(\tau\) cancels in the second term:
\[
-i\tau\left(H-\frac{s}{\tau}A\right)=-i\tau H+isA.
\]
The right side is continuous in \(\tau\) and equals \(isA\) at \(\tau=0\). The matrix exponential is continuous, so the limit follows. \(H\) and \(A\) need not commute.

```lean
/-- A pulse of duration `τ` with Hamiltonian `H - (s/τ) A` has a propagator that tends to
`exp(isA)` as `τ` tends to zero from above. -/
theorem short_pulse_limit (H A : Matrix n n ℂ) (s : ℝ) :
    Tendsto (fun τ : ℝ => flow (H - (s / τ) • A) (-τ)) (𝓝[>] 0) (𝓝 (flow A s)) := by
  -- the exponent is continuous in `τ` once the factor `τ` is cancelled
  have hc : Continuous (fun τ : ℝ =>
      NormedSpace.exp ((-τ) • (Complex.I • H) + s • (Complex.I • A))) :=
    NormedSpace.exp_continuous.comp
      ((continuous_neg.smul continuous_const).add continuous_const)
  have h0 := (hc.tendsto 0).mono_left (nhdsWithin_le_nhds (s := Set.Ioi (0 : ℝ)))
  simp only [neg_zero, zero_smul, zero_add] at h0
  refine h0.congr' ?_
  filter_upwards [self_mem_nhdsWithin] with τ hτ
  have hτ' : (τ : ℂ) ≠ 0 := Complex.ofReal_ne_zero.mpr (ne_of_gt hτ)
  unfold flow
  congr 1
  ext i j
  simp only [Matrix.add_apply, Matrix.sub_apply, Matrix.smul_apply, Complex.real_smul,
    smul_eq_mul, Complex.ofReal_neg, Complex.ofReal_div]
  field_simp
  ring
```

The filter `𝓝[>] 0` means that \(\tau\) approaches zero from above. The proof takes the limit of the simplified exponential (`hc`, `h0`), then uses `congr'` to carry it over to the original one, which agrees with it for every \(\tau>0\). This limit is the physical reason for the definition of `kick`, and it fixes the sign: the perturbation enters the Hamiltonian as \(-A\) times a force.

## (c) From the Schrödinger to the Heisenberg picture

**Task.** Let a state \(\sigma\) evolve for a time \(t\) before \(B\) is measured. Show that
\[
\mathrm{tr}(e^{-iHt}\sigma e^{iHt}B)=\mathrm{tr}(\sigma B_t).
\]

**Solution.** Move the first factor to the end by cyclicity of the trace:
\[
\mathrm{tr}(e^{-iHt}\sigma e^{iHt}B)=\mathrm{tr}(\sigma e^{iHt}Be^{-iHt}).
\]

```lean
/-- Measuring `B` on a state `σ` evolved for a time `t` gives the same mean value as
measuring `B_t` on `σ` itself. -/
theorem schrodinger_eq_heisenberg (H σ B : Matrix n n ℂ) (t : ℝ) :
    trace (flow H (-t) * σ * flow H t * B) = trace (σ * heis H B t) := by
  unfold heis
  simp only [mul_assoc]
  rw [trace_mul_comm]
  simp only [mul_assoc]
```

With \(\sigma=\rho_s\), this shows that \(\mathrm{tr}(\rho_sB_t)\) is the mean of \(B\) measured a time \(t\ge0\) after the kick. A measurement made before the kick is not affected by it, so the physical response is zero for \(t<0\), where the expression \(R_\rho(t)\) need not vanish.

## (d) How the state changes with the kick strength

**Task.** Show that
\[
\frac{d\rho_s}{ds}=i(A\rho_s-\rho_sA).
\]

**Solution.** The two exponentials have the derivatives
\[
\frac{d}{ds}e^{isA}=iA\,e^{isA},\qquad
\frac{d}{ds}e^{-isA}=-e^{-isA}\,iA.
\]
The product rule gives
\[
\frac{d\rho_s}{ds}=iA\,e^{isA}\rho e^{-isA}-e^{isA}\rho e^{-isA}\,iA,
\]
which is the claim.

```lean
/-- The kicked state changes with the kick strength at the rate `i (A ρ_s - ρ_s A)`. -/
theorem hasDerivAt_kick (A ρ : Matrix n n ℂ) (s : ℝ) :
    HasDerivAt (kick A ρ) (Complex.I • (A * kick A ρ s - kick A ρ s * A)) s := by
  have h1 : HasDerivAt (fun u : ℝ => flow A u) ((Complex.I • A) * flow A s) s :=
    hasDerivAt_exp_smul_const' (Complex.I • A) s
  have h2 : HasDerivAt (fun u : ℝ => flow A (-u)) (flow A (-s) * -(Complex.I • A)) s := by
    have e : ∀ u : ℝ, flow A (-u) = NormedSpace.exp (u • (-(Complex.I • A))) := by
      intro u
      rw [flow, neg_smul, smul_neg]
    simp only [e]
    exact hasDerivAt_exp_smul_const (-(Complex.I • A)) s
  refine ((h1.mul_const ρ).mul h2).congr_deriv ?_
  simp only [kick, smul_mul_assoc, mul_smul_comm, mul_neg, sub_eq_add_neg, smul_add,
    smul_neg, mul_assoc]
```

`HasDerivAt f f' s` says that `f` is differentiable at `s` with derivative `f'`. The steps `h1` and `h2` are the two exponential derivatives, with \(A\) on the outer side in each.

## (e) The response at any kick strength

**Task.** Show that the slope of the measured mean is the expression \(R\) taken in the kicked state:
\[
\frac{d}{ds}\mathrm{tr}(\rho_sB_t)=i\,\mathrm{tr}(\rho_s[B_t,A])=R_{\rho_s}(t).
\]

**Solution.** The trace is linear and \(B_t\) does not depend on \(s\), so part (d) gives
\[
\frac{d}{ds}\mathrm{tr}(\rho_sB_t)=i\,\mathrm{tr}(A\rho_sB_t)-i\,\mathrm{tr}(\rho_sAB_t).
\]
By cyclicity the first trace is \(\mathrm{tr}(\rho_sB_tA)\), and the two terms combine into the commutator.

```lean
/-- At any kick strength `s`, the mean of `B_t` changes with `s` at the rate given by the
Kubo response function of the kicked state. -/
theorem hasDerivAt_mean (H ρ A B : Matrix n n ℂ) (t s : ℝ) :
    HasDerivAt (fun u : ℝ => trace (kick A ρ u * heis H B t))
      (response H (kick A ρ s) A B t) s := by
  have h := (hasDerivAt_kick A ρ s).mul_const (heis H B t)
  have h' := (LinearMap.toContinuousLinearMap
    (Matrix.traceLinearMap n ℝ ℂ)).hasFDerivAt.comp_hasDerivAt s h
  refine h'.congr_deriv ?_
  change trace (Complex.I • (A * kick A ρ s - kick A ρ s * A) * heis H B t) = _
  -- cyclicity moves the commutator from the state to the observable
  rw [response, smul_mul_assoc, trace_smul, smul_eq_mul, sub_mul, mul_sub, trace_sub,
    trace_sub, mul_assoc A, trace_mul_comm A]
  simp only [mul_assoc]
```

The proof composes the derivative from (d) with the trace, treated as a continuous linear map. The final rewriting uses `trace_mul_comm A` for the cyclic step.

## (f) The Kubo formula for a weak impulse

**Task.** Show that
\[
\left.\frac{d}{ds}\right|_{s=0}\mathrm{tr}(e^{isA}\rho e^{-isA}B_t)=i\,\mathrm{tr}\big(\rho(B_tA-AB_t)\big).
\]

**Solution.** Put \(s=0\) in part (e). Since \(e^0=1\), the kicked state \(\rho_0\) is \(\rho\).

```lean
/-- Kubo formula for an impulse: the derivative at `s = 0` of
`tr(exp(isA) ρ exp(-isA) B_t)` is `i tr(ρ (B_t A - A B_t))`. -/
theorem kubo_impulse_response (H ρ A B : Matrix n n ℂ) (t : ℝ) :
    HasDerivAt (fun s : ℝ => trace (flow A s * ρ * flow A (-s) * heis H B t))
      (Complex.I * trace (ρ * (heis H B t * A - A * heis H B t))) 0 := by
  have h := hasDerivAt_mean H ρ A B t 0
  have h0 : kick A ρ 0 = ρ := by simp [kick, flow]
  rw [h0] at h
  exact h
```

Real-time simulations of a finite system with a fixed Hamiltonian can estimate this derivative by applying a weak kick, propagating, and dividing by \(s\) the difference between the means with and without the kick at the same time \(t\). A mean-field Hamiltonian that depends on the evolving state is not covered. The formula treats a single impulse; a force with a general time profile needs a further argument, and no thermal state or fluctuation–dissipation relation enters.

The same argument gives the second-order term. Part (e) works for any fixed matrix in place of \(B_t\), so a second differentiation by hand, now with \([B_t,A]\), yields
\[
\left.\frac{d^2}{ds^2}\right|_{s=0}\mathrm{tr}(\rho_sB_t)=-\mathrm{tr}\big(\rho[[B_t,A],A]\big).
\]

## (g) When no state responds

**Task.** For fixed \(t\), show that
\[
R_\rho(t)=0\ \text{for every matrix }\rho
\quad\Longleftrightarrow\quad B_tA=AB_t.
\]

**Solution.** If the matrices commute, the response is zero for every \(\rho\). Conversely, let \(C=[B_t,A]\) and choose \(\rho=C^\dagger\). Then
\[
0=\mathrm{tr}(C^\dagger C)=\sum_{j,k}|C_{jk}|^2,
\]
so every entry of \(C\) is zero.

```lean
/-- The response at time `t` vanishes for every matrix `ρ` exactly when `B_t` commutes
with `A`. -/
theorem response_eq_zero_iff (H A B : Matrix n n ℂ) (t : ℝ) :
    (∀ ρ, response H ρ A B t = 0) ↔ heis H B t * A = A * heis H B t := by
  constructor
  · intro h
    -- test with the adjoint of the commutator
    have h1 := h (heis H B t * A - A * heis H B t)ᴴ
    have h2 := (mul_eq_zero.mp h1).resolve_left Complex.I_ne_zero
    exact sub_eq_zero.mp (Matrix.trace_conjTranspose_mul_self_eq_zero_iff.mp h2)
  · intro h ρ
    simp [response, h]
```

Here \(\rho\) ranges over all matrices, and the test matrix \(C^\dagger\) has trace zero, so it is not a density matrix. The equivalence also holds with \(\rho\) restricted to density matrices, because the response is linear in \(\rho\) and density matrices span all matrices; this extension is not formalised here.

## (h) Stationary states respond to the delay alone

**Task.** A kick at time \(t_0\) couples to \(A_{t_0}=e^{iHt_0}Ae^{-iHt_0}\). If \(\rho H=H\rho\), show that
\[
i\,\mathrm{tr}(\rho[B_{t_0+t},A_{t_0}])=i\,\mathrm{tr}(\rho[B_t,A]).
\]

**Solution.** Let \(U=e^{iHt_0}\). By part (a), \(B_{t_0+t}=UB_tU^{-1}\), and by definition \(A_{t_0}=UAU^{-1}\). The inner factors \(U^{-1}U\) cancel in each product, so
\[
[B_{t_0+t},A_{t_0}]=U[B_t,A]U^{-1}.
\]
Since \(\rho\) commutes with \(H\), it commutes with \(U\). For any \(X\),
\[
\mathrm{tr}(\rho UXU^{-1})=\mathrm{tr}(U^{-1}\rho UX)=\mathrm{tr}(\rho X).
\]
Taking \(X=[B_t,A]\) gives the result.

```lean
/-- If `ρ` commutes with `H`, the response at time `t₀ + t` to a kick at time `t₀` depends
only on the delay `t`. -/
theorem response_stationary (H ρ A B : Matrix n n ℂ) (hρ : Commute ρ H) (t₀ t : ℝ) :
    response H ρ (heis H A t₀) B (t₀ + t) = response H ρ A B t := by
  have hWV : flow H (-t₀) * flow H t₀ = 1 := by
    rw [← flow_add]
    simp [flow]
  have hV : ρ * flow H t₀ = flow H t₀ * ρ :=
    ((hρ.smul_right Complex.I).smul_right t₀).exp_right
  have hB : heis H B (t₀ + t) = heis H (heis H B t) t₀ := by
    unfold heis
    rw [neg_add_rev, flow_add, flow_add]
    simp only [mul_assoc]
  -- Heisenberg evolution respects products
  have hmul : ∀ X Y : Matrix n n ℂ, heis H X t₀ * heis H Y t₀ = heis H (X * Y) t₀ := by
    intro X Y
    calc heis H X t₀ * heis H Y t₀
        = flow H t₀ * X * (flow H (-t₀) * flow H t₀) * Y * flow H (-t₀) := by
          simp only [heis, mul_assoc]
      _ = heis H (X * Y) t₀ := by
          rw [hWV, mul_one, heis, mul_assoc (flow H t₀) X Y]
  -- and leaves mean values in the stationary state unchanged
  have htr : ∀ X : Matrix n n ℂ, trace (ρ * heis H X t₀) = trace (ρ * X) := by
    intro X
    calc trace (ρ * heis H X t₀)
        = trace ((ρ * flow H t₀) * X * flow H (-t₀)) := by simp only [heis, mul_assoc]
      _ = trace (flow H (-t₀) * ((flow H t₀ * ρ) * X)) := by rw [hV, trace_mul_comm]
      _ = trace ((flow H (-t₀) * flow H t₀) * (ρ * X)) := by simp only [mul_assoc]
      _ = trace (ρ * X) := by rw [hWV, one_mul]
  rw [response, response, hB, hmul, hmul, mul_sub, mul_sub, trace_sub, trace_sub, htr, htr]
```

The steps `hB`, `hmul` and `htr` are, in order, the composition of times, the cancellation inside products and the invariance of the mean. The hypothesis `Commute ρ H` expresses stationarity; thermal states and mixtures of energy eigenstates satisfy it.

## (i) A spin one-half

**Task.** Take
\[
H=\begin{pmatrix}\omega/2&0\\0&-\omega/2\end{pmatrix},\quad
\rho=\begin{pmatrix}p&0\\0&1-p\end{pmatrix},\quad
A=B=\begin{pmatrix}0&1\\1&0\end{pmatrix}.
\]
Show that
\[
R_\rho(t)=2(1-2p)\sin(\omega t).
\]

**Solution.** The diagonal exponentials give
\[
B_t=\begin{pmatrix}0&e^{i\omega t}\\e^{-i\omega t}&0\end{pmatrix},\qquad
[B_t,A]=2i\sin(\omega t)\begin{pmatrix}1&0\\0&-1\end{pmatrix}.
\]
Hence \(\mathrm{tr}(\rho[B_t,A])=2i(2p-1)\sin(\omega t)\), and multiplication by \(i\) gives the result. Equal populations give no response.

**Numerical instance.** Let \(\omega=1\), \(p=1/4\) and \(t=\pi/2\). Then
\[
B_t=\begin{pmatrix}0&i\\-i&0\end{pmatrix},\qquad
[B_t,A]=\begin{pmatrix}2i&0\\0&-2i\end{pmatrix},
\]
and the response is \(i\left(\tfrac14\cdot2i-\tfrac34\cdot2i\right)=1\). For a finite kick the mean is \(\tfrac12\sin(2s)\), whose slope at zero is indeed \(1\). At \(s=0.1\) it is about \(0.0993\), against the linear estimate \(0.1\).

```lean
/-- A spin one-half with energies `ω/2` and `-ω/2` and populations `p` and `1 - p`, kicked and
measured through the Pauli matrix `σ_x`, responds as `2 (1 - 2p) sin(ωt)`. -/
theorem spin_response (ω p t : ℝ) :
    response !![(ω : ℂ) / 2, 0; 0, -((ω : ℂ) / 2)] !![(p : ℂ), 0; 0, 1 - (p : ℂ)]
      !![0, 1; 1, 0] !![0, 1; 1, 0] t = ((2 * (1 - 2 * p) * Real.sin (ω * t) : ℝ) : ℂ) := by
  have hU : ∀ u : ℝ, flow !![(ω : ℂ) / 2, 0; 0, -((ω : ℂ) / 2)] u =
      !![Complex.exp (u * (Complex.I * (ω / 2))), 0;
        0, Complex.exp (-(u * (Complex.I * (ω / 2))))] := by
    intro u
    have h1 : u • (Complex.I • !![(ω : ℂ) / 2, 0; 0, -((ω : ℂ) / 2)]) =
        diagonal ![u * (Complex.I * (ω / 2)), -(u * (Complex.I * (ω / 2)))] := by
      ext i j
      fin_cases i <;> fin_cases j <;> simp
    rw [flow, h1, Matrix.exp_diagonal]
    ext i j
    fin_cases i <;> fin_cases j <;> simp [Pi.coe_exp, Complex.exp_eq_exp_ℂ]
  -- the two phases `a`, `b` and their squares
  obtain ⟨a, b, hp, hm, ha, hb⟩ : ∃ a b : ℂ,
      flow !![(ω : ℂ) / 2, 0; 0, -((ω : ℂ) / 2)] t = !![a, 0; 0, b] ∧
      flow !![(ω : ℂ) / 2, 0; 0, -((ω : ℂ) / 2)] (-t) = !![b, 0; 0, a] ∧
      a * a = Complex.cos (ω * t) + Complex.sin (ω * t) * Complex.I ∧
      b * b = Complex.cos (ω * t) - Complex.sin (ω * t) * Complex.I := by
    refine ⟨_, _, hU t, ?_, ?_, ?_⟩
    · rw [hU, Complex.ofReal_neg, neg_mul, neg_neg]
    · rw [← Complex.exp_add, ← Complex.exp_mul_I]
      congr 1
      ring
    · have h := Complex.exp_mul_I (-((ω : ℂ) * t))
      rw [Complex.cos_neg, Complex.sin_neg, neg_mul, neg_mul, ← sub_eq_add_neg] at h
      rw [← Complex.exp_add, ← h]
      congr 1
      ring
  have htr : trace (!![(p : ℂ), 0; 0, 1 - (p : ℂ)] *
      (!![a, 0; 0, b] * !![0, 1; 1, 0] * !![b, 0; 0, a] * !![0, 1; 1, 0] -
        !![0, 1; 1, 0] * (!![a, 0; 0, b] * !![0, 1; 1, 0] * !![b, 0; 0, a]))) =
      (2 * (p : ℂ) - 1) * (a * a - b * b) := by
    simp [Matrix.trace_fin_two]
    ring
  rw [response, heis, hp, hm, htr]
  push_cast
  linear_combination Complex.I * (2 * (p : ℂ) - 1) * (ha - hb) +
    2 * (2 * (p : ℂ) - 1) * Complex.sin (ω * t) * Complex.I_sq

end

end KuboImpulseResponse
```

In the proof, `a` and `b` are the phases \(e^{i\omega t/2}\) and \(e^{-i\omega t/2}\). The step `htr` reduces the trace to \((2p-1)(a^2-b^2)\), and Euler's formula turns the difference of squares into the sine.

```lean
#print axioms KuboImpulseResponse.kubo_impulse_response
#print axioms KuboImpulseResponse.response_eq_zero_iff
#print axioms KuboImpulseResponse.response_stationary
#print axioms KuboImpulseResponse.spin_response
```

```
'KuboImpulseResponse.kubo_impulse_response' depends on axioms: [propext, Classical.choice, Quot.sound]
'KuboImpulseResponse.response_eq_zero_iff' depends on axioms: [propext, Classical.choice, Quot.sound]
'KuboImpulseResponse.response_stationary' depends on axioms: [propext, Classical.choice, Quot.sound]
'KuboImpulseResponse.spin_response' depends on axioms: [propext, Classical.choice, Quot.sound]
```
